# The exact-exchange Fock matrix of a seminumerical local hybrid with density-dependent mixing

## From the energy to the Fock matrix

In each self-consistent field iteration, a local hybrid code turns the current density matrix into an exchange energy and a Fock matrix. If the two don't match, the iteration can converge to a density matrix that isn't a stationary point of the energy. The result below gives the matching matrix for the exact-exchange term in a finite basis on a fixed grid, when the mixing depends on the density alone.

At grid point $g$ with weight $w_g$, let $x_g$ be the vector of basis-function values and $A_g$ the matrix of Coulomb integrals of basis-function pairs with a unit charge at that point. For a real symmetric density matrix $D$ (that of a closed shell, summed over spin), define

$$\rho_g = x_g^T D x_g,\qquad e_g = (Dx_g)^T A_g (Dx_g),\qquad K_g = x_g x_g^T D A_g .$$

The mixing function $a$ sets the local share of exact exchange. With the prefactor $-1/4$ of closed-shell exchange included in $w_g$, the exact-exchange term is

$$E(D)=\sum_g w_g\,a(\rho_g)\,e_g .$$

A code computes the vector $A_g D x_g$ once. Its dot product with $Dx_g$ is $e_g$, and its outer product with $x_g$ is $K_g = x_g (A_g D x_g)^T$. The term with $a'$ is added like the matrix of a local potential.

## The statement

Let $D$, $\Delta$ and all $A_g$ be symmetric, and let $a$ be differentiable at each $\rho_g$. Then $E(D+t\Delta)$ has at $t=0$ the derivative $\mathrm{tr}(\Delta F)$, with

$$F=\sum_g w_g\left(a(\rho_g)(K_g+K_g^T)+a'(\rho_g)\,e_g\,x_gx_g^T\right).$$

In Lean this is `hasDerivAt_energy`. The finite types `n` and `ι` index the basis and the grid, `D *ᵥ x` is $Dx$, and `vecMulVec x x` is $xx^T$. The hypothesis `ha` rules out a kink of the mixing function at the densities that occur.

The weights are arbitrary reals, so they can include the negative prefactor of exchange. The matrices `A g` are only assumed symmetric; no integrals are evaluated. The semilocal part of the functional, mixing that depends on density gradients or on the kinetic energy density, and the response of the grid to moving nuclei are not covered.

## The derivation

Along the line $D+t\Delta$ the density is affine:

$$\rho_g(t)=\rho_g+t\,x_g^T\Delta x_g .$$

The exchange density is quadratic, and its two cross terms agree because $A_g$ is symmetric:

$$e_g(t)=e_g+2t\,(\Delta x_g)^TA_gDx_g+t^2(\Delta x_g)^TA_g\Delta x_g .$$

The product and chain rules give

$$E'(0)=\sum_g w_g\left(2a(\rho_g)(\Delta x_g)^TA_gDx_g+a'(\rho_g)\,e_g\,x_g^T\Delta x_g\right).$$

It remains to write this as a trace. First, $\mathrm{tr}(\Delta x_gx_g^T)=x_g^T\Delta x_g$. Next, by cyclicity and the symmetry of $D$ and $A_g$,

$$\mathrm{tr}(\Delta K_g)=x_g^TDA_g\Delta x_g=(\Delta x_g)^TA_gDx_g .$$

Finally, $\mathrm{tr}(\Delta K_g^T)=\mathrm{tr}(K_g\Delta)=\mathrm{tr}(\Delta K_g)$, since $\Delta$ is symmetric. The sum of the last two traces supplies the factor 2.

## The Lean file

```lean
import Mathlib

open Matrix

namespace SeminumericalLocalHybrid

noncomputable section

variable {n ι : Type*} [Fintype n] [Fintype ι]

/-- The density `xᵀ D x` at a grid point where the basis functions take the values `x`. -/
def density (D : Matrix n n ℝ) (x : n → ℝ) : ℝ := x ⬝ᵥ D *ᵥ x

/-- The exchange density `(D x)ᵀ A (D x)` at a grid point with Coulomb integral matrix `A`. -/
def exchangeDensity (D A : Matrix n n ℝ) (x : n → ℝ) : ℝ :=
  (D *ᵥ x) ⬝ᵥ A *ᵥ (D *ᵥ x)

/-- The contribution `K = x xᵀ D A` of one grid point to the exchange matrix. -/
def gridK (D A : Matrix n n ℝ) (x : n → ℝ) : Matrix n n ℝ := vecMulVec x x * D * A

/-- The exact-exchange term of a local hybrid: the exchange density, scaled by the mixing function
`a` of the density, summed over the grid with weights `w`. -/
def energy (a : ℝ → ℝ) (w : ι → ℝ) (x : ι → n → ℝ) (A : ι → Matrix n n ℝ)
    (D : Matrix n n ℝ) : ℝ :=
  ∑ g, w g * (a (density D (x g)) * exchangeDensity D (A g) (x g))

/-- The exact-exchange part of the local hybrid Fock matrix: the grid sum of `K + Kᵀ`, scaled by the
mixing function, plus the term that contains the derivative of the mixing function. -/
def fock (a : ℝ → ℝ) (w : ι → ℝ) (x : ι → n → ℝ) (A : ι → Matrix n n ℝ)
    (D : Matrix n n ℝ) : Matrix n n ℝ :=
  ∑ g, w g • (a (density D (x g)) • (gridK D (A g) (x g) + (gridK D (A g) (x g))ᵀ)
    + (deriv a (density D (x g)) * exchangeDensity D (A g) (x g)) • vecMulVec (x g) (x g))

/-- A symmetric matrix can be moved from one side of a dot product to the other. -/
lemma symm_dot {M : Matrix n n ℝ} (hM : M.IsSymm) (u v : n → ℝ) :
    u ⬝ᵥ M *ᵥ v = (M *ᵥ u) ⬝ᵥ v := by
  rw [Matrix.dotProduct_mulVec, ← Matrix.mulVec_transpose, hM.eq]

lemma line_mulVec (D Δ : Matrix n n ℝ) (x : n → ℝ) (t : ℝ) :
    (D + t • Δ) *ᵥ x = D *ᵥ x + t • (Δ *ᵥ x) := by
  ext i
  simp only [Matrix.mulVec, dotProduct, Matrix.add_apply, Matrix.smul_apply, smul_eq_mul,
    Pi.add_apply, Pi.smul_apply, Finset.mul_sum, ← Finset.sum_add_distrib]
  exact Finset.sum_congr rfl fun j _ => by ring

/-- The density at a grid point is affine along a line of density matrices. -/
theorem density_line (D Δ : Matrix n n ℝ) (x : n → ℝ) (t : ℝ) :
    density (D + t • Δ) x = density D x + t * density Δ x := by
  unfold density
  rw [line_mulVec, dotProduct_add, dotProduct_smul, smul_eq_mul]

/-- The exchange density at a grid point is quadratic along a line of density matrices. -/
theorem exchangeDensity_line (D Δ : Matrix n n ℝ) {A : Matrix n n ℝ} (hA : A.IsSymm)
    (x : n → ℝ) (t : ℝ) :
    exchangeDensity (D + t • Δ) A x = exchangeDensity D A x
      + t * (2 * ((Δ *ᵥ x) ⬝ᵥ A *ᵥ (D *ᵥ x))) + t ^ 2 * exchangeDensity Δ A x := by
  -- the two cross terms agree because `A` is symmetric
  have cross : (D *ᵥ x) ⬝ᵥ A *ᵥ (Δ *ᵥ x) = (Δ *ᵥ x) ⬝ᵥ A *ᵥ (D *ᵥ x) := by
    rw [symm_dot hA, dotProduct_comm]
  unfold exchangeDensity
  rw [line_mulVec]
  simp only [Matrix.mulVec_add, Matrix.mulVec_smul, dotProduct_add, add_dotProduct,
    dotProduct_smul, smul_dotProduct, smul_eq_mul]
  linear_combination t * cross

lemma trace_outer (Δ : Matrix n n ℝ) (x : n → ℝ) :
    trace (Δ * vecMulVec x x) = density Δ x := by
  simp only [density, Matrix.trace, Matrix.diag_apply, Matrix.mul_apply,
    Matrix.vecMulVec_apply, dotProduct, Matrix.mulVec, Finset.mul_sum]
  exact Finset.sum_congr rfl fun i _ => Finset.sum_congr rfl fun j _ => by ring

/-- For symmetric `D`, `Δ` and `A`, the trace of `Δ (K + Kᵀ)` at a grid point is twice the dot
product of `Δ x` and `A D x`. -/
theorem trace_gridK {D Δ A : Matrix n n ℝ} (hD : D.IsSymm) (hΔ : Δ.IsSymm) (hA : A.IsSymm)
    (x : n → ℝ) :
    trace (Δ * (gridK D A x + (gridK D A x)ᵀ)) = 2 * ((Δ *ᵥ x) ⬝ᵥ A *ᵥ (D *ᵥ x)) := by
  have h1 : trace (Δ * gridK D A x) = (Δ *ᵥ x) ⬝ᵥ A *ᵥ (D *ᵥ x) := by
    have e : Δ * gridK D A x = (Δ * vecMulVec x x) * (D * A) := by
      simp only [gridK, Matrix.mul_assoc]
    rw [e, Matrix.trace_mul_comm, ← Matrix.mul_assoc, trace_outer]
    unfold density
    rw [← Matrix.mulVec_mulVec, ← Matrix.mulVec_mulVec, symm_dot hD, symm_dot hA,
      dotProduct_comm]
  -- the transposed half gives the same trace
  have h2 : trace (Δ * (gridK D A x)ᵀ) = trace (Δ * gridK D A x) := by
    rw [← Matrix.trace_transpose, Matrix.transpose_mul, Matrix.transpose_transpose, hΔ.eq,
      Matrix.trace_mul_comm]
  rw [Matrix.mul_add, Matrix.trace_add, h2, h1]
  ring

lemma trace_fock (a : ℝ → ℝ) (w : ι → ℝ) (x : ι → n → ℝ) {A : ι → Matrix n n ℝ}
    {D Δ : Matrix n n ℝ} (hD : D.IsSymm) (hΔ : Δ.IsSymm) (hA : ∀ g, (A g).IsSymm) :
    trace (Δ * fock a w x A D) = ∑ g, w g * (a (density D (x g)) *
      (2 * ((Δ *ᵥ x g) ⬝ᵥ A g *ᵥ (D *ᵥ x g)))
      + deriv a (density D (x g)) * exchangeDensity D (A g) (x g) * density Δ (x g)) := by
  unfold fock
  rw [Finset.mul_sum, Matrix.trace_sum]
  refine Finset.sum_congr rfl fun g _ => ?_
  rw [Matrix.mul_smul, Matrix.trace_smul, Matrix.mul_add, Matrix.trace_add, Matrix.mul_smul,
    Matrix.trace_smul, Matrix.mul_smul, Matrix.trace_smul, trace_gridK hD hΔ (hA g),
    trace_outer]
  simp only [smul_eq_mul]

/-- The derivative of the exact-exchange term along a symmetric change `Δ` of the density matrix is
the trace of the product of `Δ` and the exact-exchange part of the Fock matrix. -/
theorem hasDerivAt_energy {a : ℝ → ℝ} (w : ι → ℝ) {x : ι → n → ℝ} {A : ι → Matrix n n ℝ}
    {D Δ : Matrix n n ℝ} (hD : D.IsSymm) (hΔ : Δ.IsSymm) (hA : ∀ g, (A g).IsSymm)
    (ha : ∀ g, DifferentiableAt ℝ a (density D (x g))) :
    HasDerivAt (fun t : ℝ => energy a w x A (D + t • Δ)) (trace (Δ * fock a w x A D)) 0 := by
  rw [trace_fock a w x hD hΔ hA]
  unfold energy
  refine HasDerivAt.fun_sum fun g _ => ?_
  have h1 : HasDerivAt (fun t : ℝ => density (D + t • Δ) (x g)) (density Δ (x g)) 0 := by
    simp only [density_line]
    exact (((hasDerivAt_id' (0 : ℝ)).mul_const (density Δ (x g))).const_add
      (density D (x g))).congr_deriv (by ring)
  have h2 : HasDerivAt (fun t : ℝ => exchangeDensity (D + t • Δ) (A g) (x g))
      (2 * ((Δ *ᵥ x g) ⬝ᵥ A g *ᵥ (D *ᵥ x g))) 0 := by
    simp only [exchangeDensity_line D Δ (hA g)]
    exact ((((hasDerivAt_id' (0 : ℝ)).mul_const
      (2 * ((Δ *ᵥ x g) ⬝ᵥ A g *ᵥ (D *ᵥ x g)))).const_add
      (exchangeDensity D (A g) (x g))).fun_add
      ((hasDerivAt_pow 2 (0 : ℝ)).mul_const (exchangeDensity Δ (A g) (x g)))).congr_deriv
      (by norm_num)
  -- chain rule for the mixing function, then the product rule
  have h3 : HasDerivAt (fun t : ℝ => a (density (D + t • Δ) (x g)))
      (deriv a (density D (x g)) * density Δ (x g)) 0 :=
    HasDerivAt.comp_of_eq (0 : ℝ) (ha g).hasDerivAt h1 (by simp)
  refine ((h3.fun_mul h2).const_mul (w g)).congr_deriv ?_
  simp only [zero_smul, add_zero]
  ring

/-- The exact-exchange part of the local hybrid Fock matrix is symmetric. -/
theorem fock_isSymm (a : ℝ → ℝ) (w : ι → ℝ) (x : ι → n → ℝ) (A : ι → Matrix n n ℝ)
    (D : Matrix n n ℝ) : (fock a w x A D).IsSymm := by
  unfold Matrix.IsSymm fock
  rw [Matrix.transpose_sum]
  refine Finset.sum_congr rfl fun g _ => ?_
  have hx : (vecMulVec (x g) (x g))ᵀ = vecMulVec (x g) (x g) := by
    ext i j
    simp only [Matrix.transpose_apply, Matrix.vecMulVec_apply]
    ring
  simp only [Matrix.transpose_smul, Matrix.transpose_add, Matrix.transpose_transpose, hx]
  rw [add_comm (gridK D (A g) (x g))ᵀ]

/-- A symmetric matrix whose trace with every symmetric `Δ` gives the derivative of the energy
along `Δ` equals the Fock matrix. -/
theorem fock_unique {a : ℝ → ℝ} (w : ι → ℝ) {x : ι → n → ℝ} {A : ι → Matrix n n ℝ}
    {D F : Matrix n n ℝ} (hD : D.IsSymm) (hA : ∀ g, (A g).IsSymm)
    (ha : ∀ g, DifferentiableAt ℝ a (density D (x g))) (hF : F.IsSymm)
    (h : ∀ Δ : Matrix n n ℝ, Δ.IsSymm →
      HasDerivAt (fun t : ℝ => energy a w x A (D + t • Δ)) (trace (Δ * F)) 0) :
    F = fock a w x A D := by
  -- test with the difference of the two candidates
  obtain ⟨M, hM⟩ : ∃ M, M = F - fock a w x A D := ⟨_, rfl⟩
  have hs : M.IsSymm := by
    unfold Matrix.IsSymm
    rw [hM, Matrix.transpose_sub, hF.eq, (fock_isSymm a w x A D).eq]
  have h0 : trace (M * M) = 0 := by
    have e := (h M hs).unique (hasDerivAt_energy w hD hs hA ha)
    have e2 : M * M = M * F - M * fock a w x A D := by
      rw [← Matrix.mul_sub, ← hM]
    rw [e2, Matrix.trace_sub, e, sub_self]
  have h1 : ∑ i, ∑ j, M i j ^ 2 = 0 := by
    rw [← h0]
    simp only [Matrix.trace, Matrix.diag_apply, Matrix.mul_apply]
    refine Finset.sum_congr rfl fun i _ => Finset.sum_congr rfl fun j _ => ?_
    rw [hs.apply i j]
    ring
  have hz : M = 0 := by
    ext i j
    have hi := (Finset.sum_eq_zero_iff_of_nonneg
      (fun i _ => Finset.sum_nonneg fun j _ => sq_nonneg (M i j))).1 h1 i (Finset.mem_univ i)
    have hj := (Finset.sum_eq_zero_iff_of_nonneg
      (fun j _ => sq_nonneg (M i j))).1 hi j (Finset.mem_univ j)
    simpa using hj
  exact sub_eq_zero.1 (hM.symm.trans hz)

/-- The trace of the density matrix with the Fock matrix is the grid sum of the exchange density
times `2 a(ρ) + ρ a'(ρ)`. -/
theorem trace_density_fock (a : ℝ → ℝ) (w : ι → ℝ) (x : ι → n → ℝ) {A : ι → Matrix n n ℝ}
    {D : Matrix n n ℝ} (hD : D.IsSymm) (hA : ∀ g, (A g).IsSymm) :
    trace (D * fock a w x A D) = ∑ g, w g * ((2 * a (density D (x g))
      + density D (x g) * deriv a (density D (x g))) * exchangeDensity D (A g) (x g)) := by
  rw [trace_fock a w x hD hD hA]
  refine Finset.sum_congr rfl fun g _ => ?_
  unfold exchangeDensity
  ring

/-- For a constant mixing function, the trace of the density matrix with the Fock matrix is
twice the exchange energy. -/
theorem trace_density_fock_const (c : ℝ) (w : ι → ℝ) (x : ι → n → ℝ)
    {A : ι → Matrix n n ℝ} {D : Matrix n n ℝ} (hD : D.IsSymm) (hA : ∀ g, (A g).IsSymm) :
    trace (D * fock (fun _ => c) w x A D) = 2 * energy (fun _ => c) w x A D := by
  rw [trace_density_fock _ w x hD hA]
  unfold energy
  rw [Finset.mul_sum]
  refine Finset.sum_congr rfl fun g _ => ?_
  rw [deriv_const]
  ring

end

end SeminumericalLocalHybrid
```

```lean
#print axioms SeminumericalLocalHybrid.fock_unique
#print axioms SeminumericalLocalHybrid.trace_density_fock_const
```

```
'SeminumericalLocalHybrid.fock_unique' depends on axioms: [propext, Classical.choice, Quot.sound]
'SeminumericalLocalHybrid.trace_density_fock_const' depends on axioms: [propext, Classical.choice, Quot.sound]
```

## How the proof follows the derivation

`density_line` and `exchangeDensity_line` are the two expansions in $t$; both rest on `line_mulVec`, and `symm_dot` merges the cross terms. `trace_outer` and `trace_gridK` are the trace identities, which `trace_fock` sums over the grid.

In `hasDerivAt_energy`, `HasDerivAt.fun_sum` reduces the claim to one grid point. There `h1` and `h2` differentiate $\rho_g(t)$ and $e_g(t)$, `h3` is the chain rule for $a$, and `fun_mul` is the product rule.

`fock_isSymm` shows that $F$ is symmetric. Under the hypotheses of `hasDerivAt_energy` on $D$, $A_g$ and $a$, `fock_unique` shows that no other symmetric matrix gives all the symmetric directional derivatives: the difference $M$ of two candidates is itself an allowed direction, so $0=\mathrm{tr}(MM)=\sum_{ij}M_{ij}^2$ and $M=0$.

For symmetric $D$ and $A_g$, setting $\Delta=D$ in `trace_fock` gives `trace_density_fock`:

$$\mathrm{tr}(DF)=\sum_g w_g\left(2a(\rho_g)+\rho_g a'(\rho_g)\right)e_g .$$

For constant mixing, `trace_density_fock_const` reduces this to $\mathrm{tr}(DF)=2E$, a quick check on an implementation.

## A derivative on the whole matrix space

The statement could also be modelled with a Fréchet derivative, which treats all directions at once and applies directly to curved paths such as orbital rotations. Its domain has to be chosen: all matrices or only the symmetric ones. On symmetric matrices $F$ stays the same; on all matrices, $2K_g$ would replace $K_g+K_g^T$, because a nonsymmetric $\Delta$ distinguishes $K_g$ from its transpose.
